# On an even ring of free fermions, the filled-level count is odd for |μ| < 2t with periodic boundary conditions and always even with antiperiodic ones

To get the ground state of spinless free fermions on a ring, I fill every level of negative energy and note whether the particle number is even or odd. My chain has $L$ sites, nearest-neighbour hopping $t>0$ and chemical potential $\mu$, so the energies are $e(k)=-2t\cos k-\mu$. For even $L$, the periodic momenta $k=2\pi j/L$ give me an odd number whenever $\mu$ lies inside the band. The antiperiodic momenta $k=2\pi(j+\tfrac12)/L$ give an even number wherever I put $\mu$. The two meshes differ by half a spacing, which shrinks as the ring grows. Why does the parity still notice, and does it matter that $L$ is even?

## Only k = 0 and k = π can change the parity

All other momenta come in pairs of equal energy, which are filled or emptied together. Shifting the mesh by half a spacing changes which of the two unpaired momenta lie on it, and this happens at every length.

Write both meshes as $k_j=2\pi(j+s)/L$ with $0\le j<L$, where $s=0$ is periodic and $s=\tfrac12$ antiperiodic. The link to the boundary condition comes from the plane wave $\psi(x)=e^{ikx}$. It satisfies

$$-t[\psi(x+1)+\psi(x-1)]-\mu\psi(x)=\left[-t(e^{ik}+e^{-ik})-\mu\right]\psi(x)=e(k)\,\psi(x),$$

and once around the ring $\psi(x+L)=e^{2\pi i(j+s)}\psi(x)=e^{2\pi is}\psi(x)$. The factor is $+1$ for $s=0$ and $-1$ for $s=\tfrac12$.

Let $n(\varepsilon)=1$ if $\varepsilon<0$ and $0$ otherwise, and let $N_s=\sum_j n(e(k_j))$. If $i+j+2s=L$, then $k_i+k_j=2\pi$, so

$$e(k_i)=e(2\pi-k_j)=e(-k_j)=e(k_j).$$

This uses only that $e$ is even and $2\pi$-periodic. Now count the indices that have no distinct partner.

- **Even $L$, periodic.** The indices $1,\dots,L-1$ pair through $i+j=L$, except $j=L/2$, where $k=\pi$. The index $j=0$, where $k=0$, is also left over. Hence $N_0\equiv n(e(0))+n(e(\pi)) \pmod 2$.
- **Even $L$, antiperiodic.** The rule is $i+j=L-1$, an odd number, so $i\ne j$ always. Hence $N_{1/2}$ is even.
- **Odd $L$, periodic.** The indices $1,\dots,L-1$ all pair, and $N_0\equiv n(e(0))$.
- **Odd $L$, antiperiodic.** The index $j=(L-1)/2$, where $k=\pi$, is its own partner, and $N_{1/2}\equiv n(e(\pi))$.

For the cosine band, $e(0)=-2t-\mu$ is negative when $\mu>-2t$, and $e(\pi)=2t-\mu$ is negative when $\mu>2t$. Exactly one of them is negative when $-2t<\mu\le 2t$. If $\mu\ne2t$, this is $|\mu|<2t$.

So the evenness of $L$ matters for the individual parities, but not for the comparison: at every length, and for $\mu\ne2t$, $N_0$ and $N_{1/2}$ have different parities exactly when $|\mu|<2t$. In this non-interacting one-band model, if neither mesh has a level at zero energy, a finite-size comparison of the two ground states at the same $\mu$ inside the band therefore compares states with different particle numbers. With zero levels the numbers can agree: for $L=4$ and $\mu=0$, both boundary conditions allow a ground state with two particles.

## Four sites by hand

Take $L=4$, $t=1$ and $\mu=1$.

| Mesh | Momenta | Energies | Negative |
|---|---|---|---|
| periodic | $0,\ \pi/2,\ \pi,\ 3\pi/2$ | $-3,\ -1,\ 1,\ -1$ | 3 |
| antiperiodic | $\pi/4,\ 3\pi/4,\ 5\pi/4,\ 7\pi/4$ | $-1-\sqrt2,\ \sqrt2-1,\ \sqrt2-1,\ -1-\sqrt2$ | 2 |

At $\mu=3$ all four levels are negative on both meshes, and both counts are even. At $\mu=2$ the periodic energies are $-4,-2,0,-2$. The count is 3, although $|\mu|<2t$ is false.

## What the Lean theorems say about the ring

`momentum L s j` is $k_j$, `occupation` is $n$, and `filledCount e L s` is $N_s$, a natural number. The dispersion `e` is a function from reals to reals, and `bandEnergy t mu` is the cosine band.

`chain_fermion_parity` assumes `0 < t`, `mu ≠ 2 * t`, `L ≠ 0` and `Even L`. It concludes that the periodic count is odd if and only if `|mu| < 2 * t`, and that the antiperiodic count is even. `parity_switch` drops the evenness of `L` and says that the two counts differ in parity if and only if `|mu| < 2 * t`. Behind them, `parity_even_ring` and `parity_odd_ring` treat any dispersion that is even (`he`) and $2\pi$-periodic (`hp`). Physically, `he` says that opposite momenta have equal energy, as inversion symmetry ensures in a one-band chain.

The condition `mu ≠ 2 * t` keeps the level at $k=\pi$ away from zero energy. `criterion_fails_at_band_top` shows that the periodic criterion for even rings is false at that value. Other zero levels do no harm to the criterion: paired ones are left empty together, and an empty level at $k=0$, which occurs at $\mu=-2t$, agrees with $|\mu|<2t$ being false. They do affect the meaning of the count: with a zero level on the mesh, the many-body ground state is degenerate and has no unique parity.

In the Lean names, "fermion parity" means the parity of a count of one-particle levels. The file builds no Fock space and no ring Hamiltonian. `planeWave_hopping` and `planeWave_twist` show that the mesh waves solve the hopping equation and have the right boundary phase; that they exhaust the spectrum of the ring is taken from standard band theory. Interactions, disorder and superconducting pairing are absent.

```lean
import Mathlib

open scoped Real

namespace RingFermionParity

noncomputable section

/-- The `j`-th momentum `2π(j+s)/L` of a ring with `L ≠ 0` sites; `s = 0` is the periodic
mesh and `s = 1/2` the antiperiodic one. -/
def momentum (L : ℕ) (s : ℝ) (j : ℕ) : ℝ := 2 * π * (j + s) / L

/-- Zero-temperature occupation of a level: one if its energy is negative, else zero. -/
def occupation (ε : ℝ) : ℕ := if ε < 0 then 1 else 0

/-- The number of negative energies of the dispersion `e` on the mesh with shift `s`. -/
def filledCount (e : ℝ → ℝ) (L : ℕ) (s : ℝ) : ℕ :=
  ∑ j ∈ Finset.range L, occupation (e (momentum L s j))

/-- Energy of the nearest-neighbour chain with hopping `t` and chemical potential `mu`. -/
def bandEnergy (t mu k : ℝ) : ℝ := -2 * t * Real.cos k - mu

/-- The plane wave `exp(ikx)` on the sites `x` of the chain. -/
def planeWave (k : ℝ) (x : ℤ) : ℂ := Complex.exp (k * x * Complex.I)

/-- A plane wave solves the hopping equation of the chain with energy `bandEnergy t mu k`. -/
theorem planeWave_hopping (t mu k : ℝ) (x : ℤ) :
    -(t : ℂ) * (planeWave k (x + 1) + planeWave k (x - 1)) - mu * planeWave k x
      = (bandEnergy t mu k : ℂ) * planeWave k x := by
  have h1 : planeWave k (x + 1) = planeWave k x * Complex.exp (k * Complex.I) := by
    unfold planeWave
    rw [← Complex.exp_add]
    congr 1
    push_cast
    ring
  have h2 : planeWave k (x - 1) = planeWave k x * Complex.exp (-k * Complex.I) := by
    unfold planeWave
    rw [← Complex.exp_add]
    congr 1
    push_cast
    ring
  have hc := Complex.two_cos (k : ℂ)
  rw [h1, h2]
  unfold bandEnergy
  push_cast
  linear_combination ((t : ℂ) * planeWave k x) * hc

/-- Once around a ring of `L ≠ 0` sites, a plane wave of the mesh with shift `s` acquires
the phase `exp(2πis)`. -/
theorem planeWave_twist {L : ℕ} (hL : L ≠ 0) (s : ℝ) (j : ℕ) (x : ℤ) :
    planeWave (momentum L s j) (x + L)
      = Complex.exp (2 * π * s * Complex.I) * planeWave (momentum L s j) x := by
  have hr : momentum L s j * L = 2 * π * (j + s) :=
    div_mul_cancel₀ _ (Nat.cast_ne_zero.mpr hL)
  have hk := congrArg Complex.ofReal hr
  push_cast at hk
  have hj : Complex.exp (j * (2 * π * Complex.I)) = 1 := by
    rw [Complex.exp_nat_mul, Complex.exp_two_pi_mul_I, one_pow]
  unfold planeWave
  rw [← Complex.exp_add, ← mul_one (Complex.exp (_ + _)), ← hj, ← Complex.exp_add]
  congr 1
  push_cast
  linear_combination Complex.I * hk

lemma neg_iff_occupation (ε : ℝ) : ε < 0 ↔ occupation ε = 1 := by
  unfold occupation
  split_ifs with h <;> simp [h]

lemma occupation_le_one (ε : ℝ) : occupation ε ≤ 1 := by
  unfold occupation
  split_ifs <;> norm_num

lemma mirror_even (n : ℕ) : ∀ f : ℕ → ℕ, (∀ i j, i + j + 1 = 2 * n → f i = f j) →
    Even (∑ j ∈ Finset.range (2 * n), f j) := by
  induction n with
  | zero => intro f _; simp
  | succ n ih =>
    intro f h
    obtain ⟨c, hc⟩ : Even (∑ i ∈ Finset.range (2 * n), f (i + 1)) :=
      ih (fun i => f (i + 1)) (fun i j hij => h _ _ (by omega))
    have h0 : f 0 = f (2 * n + 1) := h _ _ (by omega)
    rw [show 2 * (n + 1) = 2 * n + 1 + 1 by ring, Finset.sum_range_succ,
      Finset.sum_range_succ']
    exact ⟨c + f 0, by omega⟩

lemma mirror_odd (n : ℕ) : ∀ f : ℕ → ℕ, (∀ i j, i + j = 2 * n → f i = f j) →
    Even (∑ j ∈ Finset.range (2 * n + 1), f j + f n) := by
  induction n with
  | zero => intro f _; exact ⟨f 0, by simp⟩
  | succ n ih =>
    intro f h
    obtain ⟨c, hc⟩ : Even (∑ i ∈ Finset.range (2 * n + 1), f (i + 1) + f (n + 1)) :=
      ih (fun i => f (i + 1)) (fun i j hij => h _ _ (by omega))
    have h0 : f 0 = f (2 * n + 1 + 1) := h _ _ (by omega)
    have h1 : f (2 * n + 1 + 1) = f (2 * n + 2) := rfl
    rw [show 2 * (n + 1) + 1 = 2 * n + 1 + 1 + 1 by ring, Finset.sum_range_succ,
      Finset.sum_range_succ']
    exact ⟨c + f 0, by omega⟩

lemma momentum_eq_pi {L : ℕ} (hL : L ≠ 0) {s : ℝ} {j : ℕ} (h : 2 * ((j : ℝ) + s) = L) :
    momentum L s j = π := by
  unfold momentum
  rw [div_eq_iff (Nat.cast_ne_zero.mpr hL)]
  linear_combination π * h

/-- For an even, `2π`-periodic dispersion on a ring with `L ≠ 0` sites, the mesh points
`i` and `j` have equal energy if `i + j + 2s = L`. -/
theorem energy_mirror {e : ℝ → ℝ} (he : ∀ k, e (-k) = e k) (hp : ∀ k, e (k + 2 * π) = e k)
    {L : ℕ} (hL : L ≠ 0) {s : ℝ} {i j : ℕ} (h : (i : ℝ) + j + 2 * s = L) :
    e (momentum L s i) = e (momentum L s j) := by
  have hs : momentum L s i + momentum L s j = 2 * π := by
    unfold momentum
    rw [← add_div, div_eq_iff (Nat.cast_ne_zero.mpr hL)]
    linear_combination 2 * π * h
  rw [show momentum L s i = -momentum L s j + 2 * π by linarith, hp, he]

/-- Even, nonzero ring length and an even, `2π`-periodic dispersion: the periodic count is odd
iff exactly one of `e(0)`, `e(π)` is negative, and the antiperiodic count is even. -/
theorem parity_even_ring {e : ℝ → ℝ} (he : ∀ k, e (-k) = e k)
    (hp : ∀ k, e (k + 2 * π) = e k) {L : ℕ} (hL : L ≠ 0) (hev : Even L) :
    (Odd (filledCount e L 0) ↔ ¬(e 0 < 0 ↔ e π < 0)) ∧ Even (filledCount e L (1 / 2)) := by
  obtain ⟨n, hn⟩ := hev
  constructor
  · -- split off k = 0; the remaining momenta are mirror symmetric about k = π
    obtain ⟨m, hm⟩ : ∃ m, L = 2 * m + 1 + 1 := ⟨n - 1, by omega⟩
    have key : ∀ f : ℕ → ℕ, ∑ j ∈ Finset.range L, f j
        = ∑ j ∈ Finset.range (2 * m + 1), f (j + 1) + f 0 := by
      intro f
      rw [hm, Finset.sum_range_succ']
    have h := mirror_odd m (fun j => occupation (e (momentum L 0 (j + 1)))) (by
      intro i j hij
      have h' : ((i + 1 + (j + 1) : ℕ) : ℝ) = L := by
        exact_mod_cast (by omega : i + 1 + (j + 1) = L)
      exact congrArg occupation
        (energy_mirror he hp hL (by push_cast at h' ⊢; linarith)))
    have hpi : momentum L 0 (m + 1) = π := momentum_eq_pi hL (by
      rw [hm]; push_cast; ring)
    have h0 : momentum L 0 0 = 0 := by simp [momentum]
    simp only [hpi] at h
    rw [filledCount, key, h0, neg_iff_occupation (e 0), neg_iff_occupation (e π),
      Nat.odd_iff]
    rw [Nat.even_iff] at h
    have b0 := occupation_le_one (e 0)
    have b1 := occupation_le_one (e π)
    omega
  · -- every momentum has a distinct mirror partner
    have h := mirror_even n (fun j => occupation (e (momentum L (1 / 2) j))) (by
      intro i j hij
      have h' : ((i + j + 1 : ℕ) : ℝ) = L := by
        exact_mod_cast (by omega : i + j + 1 = L)
      exact congrArg occupation
        (energy_mirror he hp hL (by push_cast at h'; linarith)))
    rw [show 2 * n = L by omega] at h
    exact h

/-- Odd ring length and an even, `2π`-periodic dispersion: the periodic count is odd iff
`e(0) < 0`, and the antiperiodic count is odd iff `e(π) < 0`. -/
theorem parity_odd_ring {e : ℝ → ℝ} (he : ∀ k, e (-k) = e k)
    (hp : ∀ k, e (k + 2 * π) = e k) {L : ℕ} (hodd : Odd L) :
    (Odd (filledCount e L 0) ↔ e 0 < 0) ∧ (Odd (filledCount e L (1 / 2)) ↔ e π < 0) := by
  obtain ⟨m, hm⟩ := hodd
  have hL : L ≠ 0 := by omega
  constructor
  · -- only k = 0 is its own mirror image
    have key : ∀ f : ℕ → ℕ, ∑ j ∈ Finset.range L, f j
        = ∑ j ∈ Finset.range (2 * m), f (j + 1) + f 0 := by
      intro f
      rw [hm, Finset.sum_range_succ']
    have h := mirror_even m (fun j => occupation (e (momentum L 0 (j + 1)))) (by
      intro i j hij
      have h' : ((i + 1 + (j + 1) : ℕ) : ℝ) = L := by
        exact_mod_cast (by omega : i + 1 + (j + 1) = L)
      exact congrArg occupation
        (energy_mirror he hp hL (by push_cast at h' ⊢; linarith)))
    have h0 : momentum L 0 0 = 0 := by simp [momentum]
    rw [filledCount, key, h0, neg_iff_occupation (e 0), Nat.odd_iff]
    rw [Nat.even_iff] at h
    have b0 := occupation_le_one (e 0)
    omega
  · -- only k = π is its own mirror image
    have h := mirror_odd m (fun j => occupation (e (momentum L (1 / 2) j))) (by
      intro i j hij
      have h' : ((i + j + 1 : ℕ) : ℝ) = L := by
        exact_mod_cast (by omega : i + j + 1 = L)
      exact congrArg occupation
        (energy_mirror he hp hL (by push_cast at h'; linarith)))
    have hpi : momentum L (1 / 2) m = π := momentum_eq_pi hL (by
      rw [hm]; push_cast; ring)
    simp only [hpi] at h
    rw [← hm] at h
    rw [filledCount, neg_iff_occupation (e π), Nat.odd_iff]
    rw [Nat.even_iff] at h
    have b1 := occupation_le_one (e π)
    omega

lemma band_even (t mu k : ℝ) : bandEnergy t mu (-k) = bandEnergy t mu k := by
  simp [bandEnergy]

lemma band_periodic (t mu k : ℝ) : bandEnergy t mu (k + 2 * π) = bandEnergy t mu k := by
  simp [bandEnergy]

lemma band_zero (t mu : ℝ) : bandEnergy t mu 0 = -2 * t - mu := by
  simp [bandEnergy]

lemma band_pi (t mu : ℝ) : bandEnergy t mu π = 2 * t - mu := by
  simp [bandEnergy]

/-- For `t > 0` and `mu ≠ 2t`, exactly one of the energies at `k = 0` and `k = π` is
negative iff `|mu| < 2t`. -/
theorem band_edge_signs {t mu : ℝ} (ht : 0 < t) (hmu : mu ≠ 2 * t) :
    ¬(bandEnergy t mu 0 < 0 ↔ bandEnergy t mu π < 0) ↔ |mu| < 2 * t := by
  rw [band_zero, band_pi, abs_lt]
  constructor
  · intro h
    have hB : ¬(2 * t - mu < 0) := fun hB => h ⟨fun _ => hB, fun _ => by linarith⟩
    have hA : -2 * t - mu < 0 := by
      by_contra hA
      exact h ⟨fun x => absurd x hA, fun x => absurd x hB⟩
    have hB' := not_lt.mp hB
    exact ⟨by linarith, lt_of_le_of_ne (by linarith) hmu⟩
  · rintro ⟨h1, h2⟩ h
    linarith [h.mp (by linarith)]

/-- On a ring of even, nonzero length with `t > 0` and `mu ≠ 2t`, the number of negative
energies is odd for periodic boundary conditions iff `|mu| < 2t`, and even for antiperiodic
ones. -/
theorem chain_fermion_parity {t mu : ℝ} (ht : 0 < t) (hmu : mu ≠ 2 * t)
    {L : ℕ} (hL : L ≠ 0) (hev : Even L) :
    (Odd (filledCount (bandEnergy t mu) L 0) ↔ |mu| < 2 * t) ∧
      Even (filledCount (bandEnergy t mu) L (1 / 2)) := by
  have h := parity_even_ring (band_even t mu) (band_periodic t mu) hL hev
  exact ⟨h.1.trans (band_edge_signs ht hmu), h.2⟩

/-- For every nonzero ring length, even or odd, with `t > 0` and `mu ≠ 2t`, periodic and
antiperiodic boundary conditions give counts of negative energies of different parity iff
`|mu| < 2t`. -/
theorem parity_switch {t mu : ℝ} (ht : 0 < t) (hmu : mu ≠ 2 * t) {L : ℕ} (hL : L ≠ 0) :
    ¬(Odd (filledCount (bandEnergy t mu) L 0) ↔
      Odd (filledCount (bandEnergy t mu) L (1 / 2))) ↔ |mu| < 2 * t := by
  rcases Nat.even_or_odd L with hev | hodd
  · have h := chain_fermion_parity ht hmu hL hev
    have h2 := Nat.not_odd_iff_even.mpr h.2
    rw [← h.1]
    tauto
  · have h := parity_odd_ring (band_even t mu) (band_periodic t mu) hodd
    rw [h.1, h.2]
    exact band_edge_signs ht hmu

/-- At `mu = 2t` with `t > 0`, the periodic count on a ring of even, nonzero length is odd
although `|mu| < 2t` fails. -/
theorem criterion_fails_at_band_top {t : ℝ} (ht : 0 < t) {L : ℕ} (hL : L ≠ 0)
    (hev : Even L) :
    Odd (filledCount (bandEnergy t (2 * t)) L 0) ∧ ¬(|2 * t| < 2 * t) := by
  refine ⟨?_, not_lt_of_ge (le_abs_self _)⟩
  rw [(parity_even_ring (band_even t _) (band_periodic t _) hL hev).1, band_zero, band_pi]
  intro h
  linarith [h.mp (by linarith)]

end

end RingFermionParity
```

```lean
#print axioms RingFermionParity.planeWave_twist
-- 'RingFermionParity.planeWave_twist' depends on axioms: [propext, Classical.choice, Quot.sound]
#print axioms RingFermionParity.chain_fermion_parity
-- 'RingFermionParity.chain_fermion_parity' depends on axioms: [propext, Classical.choice, Quot.sound]
#print axioms RingFermionParity.parity_switch
-- 'RingFermionParity.parity_switch' depends on axioms: [propext, Classical.choice, Quot.sound]
#print axioms RingFermionParity.criterion_fails_at_band_top
-- 'RingFermionParity.criterion_fails_at_band_top' depends on axioms: [propext, Classical.choice, Quot.sound]
```

## From mirror pairs to the parity theorems

The pairing argument is first proved for plain sequences of natural numbers. `mirror_even` says that a sequence of length $2n$ that reads the same backwards has an even sum. The induction removes the first and last terms, which are equal, and applies the hypothesis to the shorter sequence between them. `mirror_odd` does the same for length $2n+1$, where the sum plus the middle term `f n` is even; in other words, the sum has the parity of its middle term.

`energy_mirror` supplies the symmetry. It shows that the two momenta add up to $2\pi$ and then rewrites with `hp` and `he`. `momentum_eq_pi` identifies the middle of the mesh as $k=\pi$.

In `parity_even_ring`, the periodic half writes $L=2m+2$ and splits off $j=0$ with `Finset.sum_range_succ'`. The remaining $2m+1$ terms go to `mirror_odd`, whose middle term sits at mesh index $m+1=L/2$. Then `neg_iff_occupation` turns the signs of $e(0)$ and $e(\pi)$ into occupations, `occupation_le_one` bounds them by one, and `omega` does the arithmetic modulo 2. The antiperiodic half is a direct use of `mirror_even`. In `parity_odd_ring` the roles are exchanged: `mirror_even` handles the periodic mesh once $k=0$ is removed, and `mirror_odd` the antiperiodic one.

`band_edge_signs` is the comparison of $-2t-\mu$ with $2t-\mu$, and its forward direction uses $\mu\ne2t$ to turn $\mu\le2t$ into a strict inequality. `chain_fermion_parity` combines it with `parity_even_ring`, and `parity_switch` treats even and odd `L` separately. `criterion_fails_at_band_top` evaluates the same even-ring rule at $\mu=2t$, where $e(0)=-4t$ is negative and $e(\pi)=0$ is not.

For the plane waves, `planeWave_hopping` factors out $e^{\pm ik}$ and uses `Complex.two_cos`, the identity $2\cos k=e^{ik}+e^{-ik}$. `planeWave_twist` uses $e^{2\pi ij}=1$ to leave only the phase $e^{2\pi is}$.
